# The six phases of a sixfold rotation as integer combinations of 1 and exp(iπ/3)

When a vector (x, y) in the plane is rotated anticlockwise by k sixths of a turn, its circular components x + iy and x − iy are multiplied by exp(2πik/6) and exp(−2πik/6) respectively. The file calls the first of these phases `phase k`, with k taken modulo 6. Writing ω for `phase 1`, the lemma `phase_table` states that ω² = ω − 1 and that the phases for k = 0, 2, 3, 4, 5 are 1, ω − 1, −1, −ω and 1 − ω. These are exact identities between complex numbers and involve no Hamiltonian or particular state. The attempt gets ω + ω⁻¹ = 1 from the trace of a one-sixth turn and the value cos(π/3) = 1/2, derives the quadratic relation from it, and builds the rest of the table by adding rotations.

Lean 4 with Mathlib refuses this proof:

```lean
import Mathlib

open Matrix DihedralGroup

namespace PhaseTable

noncomputable section

/-- The phase `exp (2πik/6)` attached to a rotation by `k` sixths of a turn. -/
def phase : AddChar (ZMod 6) ℂ := ZMod.stdAddChar

/-- For each `m`, a two-dimensional representation of the dihedral group of order 12 in circular
components: `r k` multiplies them by `phase (m * k)` and `phase (-(m * k))`, and `sr k` does the
same and then exchanges them. -/
def planar (m : ZMod 6) : DihedralGroup 6 →* Matrix (Fin 2) (Fin 2) ℂ where
  toFun
    | .r k => !![phase (m * k), 0; 0, phase (-(m * k))]
    | .sr k => !![0, phase (-(m * k)); phase (m * k), 0]
  map_one' := by
    change !![phase (m * 0), 0; 0, phase (-(m * 0))] = 1
    simp [Matrix.one_fin_two]
  map_mul' := by
    rintro (i | i) (j | j) <;>
    simp only [r_mul_r, r_mul_sr, sr_mul_r, sr_mul_sr, Matrix.mul_fin_two, mul_zero, zero_mul,
      add_zero, zero_add, ← AddChar.map_add_eq_mul] <;>
    ring_nf

/-- The character (trace) of `planar m`; `m = 1` is E1 and `m = 2` is E2. -/
def planarChar (m : ZMod 6) (g : DihedralGroup 6) : ℂ := (planar m g).trace

lemma planarChar_rot (m k j l : ZMod 6) (hj : m * k = j) (hl : -(m * k) = l) :
    planarChar m (r k) = phase j + phase l := by
  rw [← hj, ← hl]
  exact Matrix.trace_fin_two _

/-- The character of `planar m` is `2 cos (πmk/3)` on the `k`-th power of the sixfold rotation
and zero on every reflection. -/
theorem planarChar_eq_cos (m k : ℤ) :
    planarChar m (r (k : ZMod 6)) = 2 * Complex.cos (Real.pi * m * k / 3) ∧
      ∀ l, planarChar m (sr l) = 0 := by
  have hp (j : ℤ) : phase (j : ZMod 6) = Complex.exp (Real.pi * j / 3 * Complex.I) := by
    unfold phase
    rw [ZMod.stdAddChar_coe]
    congr 1
    push_cast
    ring
  constructor
  · rw [planarChar_rot m k ((m * k : ℤ) : ZMod 6) ((-(m * k) : ℤ) : ZMod 6)
      (by push_cast; rfl) (by push_cast; rfl), hp, hp, Complex.cos]
    push_cast
    ring_nf
  · intro l
    exact (Matrix.trace_fin_two _).trans (add_zero 0)

lemma phase_table : phase 1 ^ 2 = phase 1 - 1 ∧ phase 0 = 1 ∧ phase 2 = phase 1 - 1 ∧
    phase 3 = -1 ∧ phase 4 = -phase 1 ∧ phase 5 = 1 - phase 1 := by
  have hc : Complex.cos (Real.pi / 3) = 1 / 2 := by
    exact_mod_cast congrArg Complex.ofReal Real.cos_pi_div_three
  have h1 : phase 1 + phase (-1) = 1 := by
    have h := (planarChar_eq_cos 1 1).1
    simp only [Int.cast_one, mul_one] at h
    rw [planarChar_rot 1 1 1 (-1) (by decide) (by decide), hc] at h
    rw [h]
    norm_num
  have h0 : phase 0 = 1 := AddChar.map_zero_eq_one phase
  have hm : phase 1 * phase (-1) = 1 := by
    rw [← AddChar.map_add_eq_mul, add_neg_cancel, h0]
  have hq : phase 1 ^ 2 = phase 1 - 1 := by linear_combination phase 1 * h1 - hm
  have h2 : phase 2 = phase 1 - 1 := by
    rw [show (2 : ZMod 6) = 1 + 1 by decide, AddChar.map_add_eq_mul]
    linear_combination hq
  have h3 : phase 3 = -1 := by
    rw [show (3 : ZMod 6) = 2 + 1 by decide, AddChar.map_add_eq_mul, h2]
    linear_combination hq
  have h4 : phase 4 = -phase 1 := by
    rw [show (4 : ZMod 6) = 3 + 1 by decide, AddChar.map_add_eq_mul, h3]
    ring
  refine ⟨hq, h0, h2, h3, h4, ?_⟩
  rw [show (5 : ZMod 6) = 4 + 1 by decide, AddChar.map_add_eq_mul, h4]
  linear_combination -hq

end

end PhaseTable
```

The compiler's answer:

```
Main.lean:58:4: error: mod_cast has type
  Real.cos (Real.pi / 3) = 1 / 2
but is expected to have type
  ↑(Real.cos (Real.pi / 3)) = 1 / 2
```

The change, after which it compiles:

```diff
@@ -56,5 +56,7 @@
     phase 3 = -1 ∧ phase 4 = -phase 1 ∧ phase 5 = 1 - phase 1 := by
   have hc : Complex.cos (Real.pi / 3) = 1 / 2 := by
-    exact_mod_cast congrArg Complex.ofReal Real.cos_pi_div_three
+    rw [show (Real.pi : ℂ) / 3 = ((Real.pi / 3 : ℝ) : ℂ) by simp, ← Complex.ofReal_cos,
+      Real.cos_pi_div_three]
+    norm_num
   have h1 : phase 1 + phase (-1) = 1 := by
     have h := (planarChar_eq_cos 1 1).1
```

The error is in the auxiliary fact `hc`, that the complex cosine of π/3 is 1/2. The supplied term equates two real numbers cast into ℂ, so `exact_mod_cast` strips the cast from both sides and is left with an equation in ℝ. In the goal it turns the complex cosine into a cast real cosine, but the 1/2 on the right is written directly in ℂ and is not recognised as the cast of a real number. The cast on the left therefore stays, and the real equation does not match the complex one.

The repair never needs the two to match. The `show` equation rewrites the argument as the cast of the real number π/3, and `← Complex.ofReal_cos` then turns the complex cosine into the cast of the real one. `Real.cos_pi_div_three` replaces the real cosine by 1/2 inside the cast. What remains is that the real 1/2, cast into ℂ, equals the complex 1/2, which `norm_num` proves.
